# Zone-centre B1 displacements of wurtzite induce no first-order dipole or polarizability

If the atoms of a wurtzite crystal are displaced in a zone-centre pattern of type B1, neither the dipole nor the polarizability changes to first order, provided that both responses are linear and respect the point group C6v. Such a pattern is silent: it gives no first-order infrared absorption and no first-order Raman scattering.

In density functional perturbation theory, the two responses are the Born effective charges and the derivative of the electronic polarizability with respect to displacement. For an ideal wurtzite crystal at the zone centre, a nonzero value on a B1 pattern therefore signals that the calculation has broken the symmetry.

## The sixfold rotation excludes both responses

Take lattice vectors $a_0,a_1$ at $120^\circ$ in the plane and $a_2$ along the hexagonal axis. Each of the two species occupies two layers, at $(1/3,2/3,z)$ and $(2/3,1/3,z+1/2)$. The sixfold screw operation sends $(x_0,x_1,x_2)$ to $(x_0-x_1,\,x_0,\,x_2+1/2)$, so it exchanges these sites up to a lattice translation. The mirror $(x_0,x_1,x_2)\mapsto(-x_0+x_1,\,x_1,\,x_2)$ maps each site to itself, again up to a translation. A zone-centre displacement $u$ is the same in every cell, so four vectors describe it and the translations drop out.

B1 here means odd under the sixfold rotation and even under the mirrors that fix the atoms. Some tables interchange the labels B1 and B2.

Let $S$ be the linear part of the sixfold operation. The full operation, which rotates each displacement by $S$ and exchanges the two layers, reverses a B1 pattern, $u\mapsto-u$. The induced dipole $p$ is linear in $u$ and rotates with the crystal, so $Sp=-p$:
$$p_0-p_1=-p_0,\qquad p_0=-p_1,\qquad p_2=-p_2.$$
The first two equations give $p_1=2p_0$ and $p_1=-p_0$. Hence $p=0$.

The polarizability change $\alpha$ obeys $S\alpha S^{T}=-\alpha$. Its in-plane components satisfy
$$\alpha_{00}-\alpha_{01}-\alpha_{10}+\alpha_{11}=-\alpha_{00},\quad \alpha_{00}-\alpha_{10}=-\alpha_{01},$$
$$\alpha_{00}-\alpha_{01}=-\alpha_{10},\quad \alpha_{00}=-\alpha_{11}.$$
Adding the second and third gives $\alpha_{00}=0$, and then $\alpha_{11}=0$. The second now reads $\alpha_{01}=\alpha_{10}$ and the first $\alpha_{01}+\alpha_{10}=0$, so both vanish. The pairs $(\alpha_{02},\alpha_{12})$ and $(\alpha_{20},\alpha_{21})$ obey the in-plane vector equations above, and $\alpha_{22}=-\alpha_{22}$. Thus $\alpha=0$, without assuming that $\alpha$ is symmetric.

Characters tell the same story. Let $v(g)$ be the trace of operation $g$ on vectors; the symmetric square has character $(v(g)^2+v(g^2))/2$.

| | identity | $\pm60^\circ$ | $\pm120^\circ$ | $180^\circ$ | mirrors |
|---|---:|---:|---:|---:|---:|
| $v(g)$ | 3 | 2 | 0 | −1 | 1 |
| $v(g^2)$ | 3 | 0 | 0 | 3 | 3 |
| symmetric square | 6 | 2 | 0 | 2 | 2 |
| E1 | 2 | 1 | −1 | −2 | 0 |
| E2 | 2 | −1 | −1 | 2 | 0 |

Since A1 is 1 everywhere, $v=A_1+E_1$ and the symmetric square is $2A_1+E_1+E_2$. B1 appears in neither.

## The point group in lattice coordinates

The group is `DihedralGroup 6`, with rotations `r k` and mirrors `sr k`, where `k` is counted modulo 6. Lattice coordinates make every matrix an integer matrix.

```lean
import Mathlib

open Matrix DihedralGroup

namespace WurtziteSilentModes

noncomputable section

/-- Integer coefficients of the powers of a sixfold rotation in hexagonal lattice coordinates. -/
def hexCoeff (k : ZMod 6) : ℤ := (![0, 1, 1, 0, -1, -1] : Fin 6 → ℤ) k

/-- Rotation by `k` sixths of a turn about the hexagonal axis, in lattice coordinates. -/
def rot (k : ZMod 6) : Matrix (Fin 3) (Fin 3) ℤ :=
  !![hexCoeff (k + 1), -hexCoeff k, 0; hexCoeff k, -hexCoeff (k - 1), 0; 0, 0, 1]
```

The operation `sr k` is a rotation by `k` sixths of a turn followed by the mirror `sr 0`. `realOp` is the same matrix over the reals.

```lean
/-- The matrix of each operation of C6v in lattice coordinates; `sr 0` is a mirror
containing the axis. -/
def op : DihedralGroup 6 → Matrix (Fin 3) (Fin 3) ℤ
  | .r k => rot k
  | .sr k => !![-1, 1, 0; 0, 1, 0; 0, 0, 1] * rot k

/-- The same matrix with real entries, acting on physical vectors. -/
def realOp (g : DihedralGroup 6) : Matrix (Fin 3) (Fin 3) ℝ := (op g).map (fun z => (z : ℝ))
```

The parity `odd` separates the operations that exchange layers from those that keep them. In the space group the former are screw rotations and glide reflections. The value of `B1` is $-1$ on them and $+1$ on the rest.

```lean
/-- Whether an operation contains an odd number of sixfold steps. -/
def odd : DihedralGroup 6 → Bool
  | .r k => k.val % 2 == 1
  | .sr k => k.val % 2 == 1

/-- The character B1: odd under the sixfold rotation and even under the mirror `sr 0`. -/
def B1 (g : DihedralGroup 6) : ℤ := if odd g then -1 else 1

/-- The totally symmetric character A1. -/
def A1 (_ : DihedralGroup 6) : ℤ := 1

/-- The two-dimensional character E1. -/
def E1 : DihedralGroup 6 → ℤ
  | .r k => (![2, 1, -1, -2, -1, 1] : Fin 6 → ℤ) k
  | .sr _ => 0

/-- The two-dimensional character E2. -/
def E2 : DihedralGroup 6 → ℤ
  | .r k => (![2, -1, -1, 2, -1, -1] : Fin 6 → ℤ) k
  | .sr _ => 0

/-- The character of the symmetric square of the vector representation. -/
def symSqChar (g : DihedralGroup 6) : ℚ :=
  (((op g).trace ^ 2 + (op (g * g)).trace : ℤ) : ℚ) / 2
```

## Displacements and two model responses

A displacement assigns a real vector to each species, labelled by `Fin 2`, and each layer, labelled by `Bool`. The function `move` rotates the vectors and, for an odd operation, exchanges the layers through `xor`. That this is how the wurtzite space group acts was read off from the atomic positions above; the code takes it as a definition.

```lean
/-- Displacements of the four wurtzite atoms, labelled by species and layer. -/
abbrev Disp := Fin 2 × Bool → Fin 3 → ℝ

/-- A symmetry operation rotates the displacements and, if it has an odd number of sixfold
steps, exchanges the two layers of each species. -/
def move (g : DihedralGroup 6) (u : Disp) : Disp :=
  fun a => realOp g *ᵥ u (a.1, xor a.2 (odd g))

/-- The sixfold rotation in lattice coordinates, with real entries. -/
def sixfold : Matrix (Fin 3) (Fin 3) ℝ := !![1, -1, 0; 1, 0, 0; 0, 0, 1]
```

The next two maps are simple examples of responses. The first sums charge times displacement, with one charge per species and no neutrality condition. The second changes only the axial component $\alpha_{22}$, by an amount equal to the axial dipole.

```lean
/-- The dipole of displaced point charges, with one charge for each species. -/
def dipole (q : Fin 2 → ℝ) : Disp →ₗ[ℝ] (Fin 3 → ℝ) :=
  ∑ a : Fin 2 × Bool, q a.1 • (LinearMap.proj a : Disp →ₗ[ℝ] (Fin 3 → ℝ))

/-- A model polarizability change along the axis, proportional to the axial dipole. -/
def axialPol (q : Fin 2 → ℝ) : Disp →ₗ[ℝ] Matrix (Fin 3) (Fin 3) ℝ where
  toFun u := Matrix.diagonal ![0, 0, dipole q u 2]
  map_add' u v := by
    ext i j
    fin_cases i <;> fin_cases j <;> simp [Matrix.diagonal]
  map_smul' c u := by
    ext i j
    fin_cases i <;> fin_cases j <;> simp [Matrix.diagonal]
```

## Checking the operations and their characters

`decide +kernel` evaluates a statement on every element of the finite group. It first confirms all 144 products, then that no operation mixes the axis with the plane or reverses it.

```lean
/-- The matrices multiply as the operations of C6v do. -/
theorem op_mul : ∀ g h : DihedralGroup 6, op (g * h) = op g * op h := by
  decide +kernel

/-- Every operation of C6v fixes the hexagonal axis and does not mix it with the plane. -/
theorem op_axis : ∀ g : DihedralGroup 6,
    op g 0 2 = 0 ∧ op g 1 2 = 0 ∧ op g 2 0 = 0 ∧ op g 2 1 = 0 ∧ op g 2 2 = 1 := by
  decide +kernel
```

The character identities are checked in the same way. The second is checked in integers, multiplied by two, and then divided.

```lean
/-- The vector character is A1 + E1, and its symmetric square is 2A1 + E1 + E2. -/
theorem vector_and_symSq_characters (g : DihedralGroup 6) :
    (op g).trace = A1 g + E1 g ∧ symSqChar g = 2 * A1 g + E1 g + E2 g := by
  have hv : ∀ g : DihedralGroup 6, (op g).trace = A1 g + E1 g := by decide +kernel
  have hs : ∀ g : DihedralGroup 6,
      (op g).trace ^ 2 + (op (g * g)).trace = 2 * (2 * A1 g + E1 g + E2 g) := by
    decide +kernel
  refine ⟨hv g, ?_⟩
  unfold symSqChar
  rw [hs g]
  push_cast
  ring
```

## Vectors and tensors that the rotation reverses

These lemmas are the two linear systems solved above. `congrFun` extracts the components of the matrix equation, `simp` writes out the sums, and `linarith` solves for each unknown. The tensor lemma has nine equations and does not assume symmetry.

```lean
/-- A vector that changes sign under the sixfold rotation is zero. -/
theorem vector_eq_zero (p : Fin 3 → ℝ) (h : sixfold *ᵥ p = -p) : p = 0 := by
  have h0 := congrFun h 0
  have h1 := congrFun h 1
  have h2 := congrFun h 2
  simp [sixfold, Matrix.mulVec, dotProduct, Fin.sum_univ_three] at h0 h1 h2
  ext i
  fin_cases i <;> simp <;> linarith

/-- A second-rank tensor that changes sign under the sixfold rotation is zero. -/
theorem tensor_eq_zero (α : Matrix (Fin 3) (Fin 3) ℝ)
    (h : sixfold * α * sixfoldᵀ = -α) : α = 0 := by
  have e := fun i j => congrFun (congrFun h i) j
  have h00 := e 0 0
  have h01 := e 0 1
  have h02 := e 0 2
  have h10 := e 1 0
  have h11 := e 1 1
  have h12 := e 1 2
  have h20 := e 2 0
  have h21 := e 2 1
  have h22 := e 2 2
  simp [sixfold, Matrix.mul_apply, Matrix.vecMul, dotProduct, Fin.sum_univ_three]
    at h00 h01 h02 h10 h11 h12 h20 h21 h22
  ext i j
  fin_cases i <;> fin_cases j <;> simp <;> linarith
```

## The silence theorem

In `B1_silent`, `Z` is the dipole response and `P` the polarizability response; `P` is not the polarization. Both are arbitrary real-linear maps on displacements. Their values are contravariant lattice components, so a tensor transforms as $R\alpha R^T$ for an operation with matrix $R$. Passing to Cartesian components is an invertible change of basis and preserves the vanishing.

The hypotheses `hZ` and `hP` say that moving the atoms by a symmetry operation transforms the response by the same operation. Physically, they stand for an undisturbed ground state that has the full crystal symmetry, with no external field to break it. They are assumed here, not derived from an electronic Hamiltonian. The hypothesis `hu` says that `u` is of type B1.

The proof identifies `realOp (r 1)` with `sixfold` and obtains `hm`, the reversal of the pattern. Covariance and linearity then supply exactly the equations that the two lemmas require. Only the operation `r 1` is used, so the mirror parity plays no part in the vanishing.

```lean
/-- B1 displacements of wurtzite are silent: every linear dipole response and every linear
polarizability response that respects C6v vanishes on them. -/
theorem B1_silent (Z : Disp →ₗ[ℝ] (Fin 3 → ℝ)) (P : Disp →ₗ[ℝ] Matrix (Fin 3) (Fin 3) ℝ)
    (hZ : ∀ g u, Z (move g u) = realOp g *ᵥ Z u)
    (hP : ∀ g u, P (move g u) = realOp g * P u * (realOp g)ᵀ)
    (u : Disp) (hu : ∀ g, move g u = (B1 g : ℝ) • u) : Z u = 0 ∧ P u = 0 := by
  have hop : op (r 1) = !![1, -1, 0; 1, 0, 0; 0, 0, 1] := by decide +kernel
  have hR : realOp (r 1) = sixfold := by
    unfold realOp
    rw [hop]
    ext i j
    fin_cases i <;> fin_cases j <;> simp [sixfold]
  have hB : B1 (r 1) = -1 := by decide +kernel
  -- the sixfold rotation reverses the pattern, hence also both responses
  have hm : move (r 1) u = -u := by
    rw [hu, hB]
    simp
  constructor
  · apply vector_eq_zero
    rw [← hR, ← hZ, hm, map_neg]
  · apply tensor_eq_zero
    rw [← hR, ← hP, hm, map_neg]
```

## Antiphase layers and covariant examples

An explicit B1 pattern moves the two layers of each species in opposite directions along the axis, with amplitudes $c_s$ and $-c_s$ for species $s$. An even operation leaves this pattern unchanged. An odd one exchanges the layers and so reverses it. The proof splits into cases by parity, layer and component, using `op_axis` for the matrix entries. The pattern is nonzero whenever some $c_s$ is nonzero.

```lean
/-- Axial motion with the two layers of each species in antiphase is of type B1, for any
amplitudes of the two species. -/
theorem antiphase_is_B1 (c : Fin 2 → ℝ) (g : DihedralGroup 6) :
    move g (fun a => ![0, 0, if a.2 then -c a.1 else c a.1]) =
      (B1 g : ℝ) • (fun a => ![0, 0, if a.2 then -c a.1 else c a.1] : Disp) := by
  obtain ⟨h0, h1, -, -, h2⟩ := op_axis g
  ext ⟨s, l⟩ i
  cases hg : odd g <;> cases l <;> fin_cases i <;>
    simp [move, B1, hg, realOp, Matrix.mulVec, dotProduct, Fin.sum_univ_three, h0, h1, h2]
```

The two model responses satisfy the covariance hypotheses for all charges, and are nonzero maps as soon as one charge is nonzero. For the dipole, exchanging layers only reorders a sum, because both layers of a species carry the same charge. For the polarizability, the axial dipole is invariant, and so is a tensor with only an axial component.

```lean
/-- The point-charge dipole and the axial polarizability model respect C6v. -/
theorem B1_silent_witness (q : Fin 2 → ℝ) :
    (∀ g u, dipole q (move g u) = realOp g *ᵥ dipole q u) ∧
    (∀ g u, axialPol q (move g u) = realOp g * axialPol q u * (realOp g)ᵀ) := by
  have hd : ∀ g u, dipole q (move g u) = realOp g *ᵥ dipole q u := by
    intro g u
    ext i
    cases hg : odd g <;>
      simp [dipole, move, hg, Fintype.sum_prod_type, Fin.sum_univ_two, Matrix.mulVec,
        dotProduct, Fin.sum_univ_three] <;> ring
  refine ⟨hd, fun g u => ?_⟩
  obtain ⟨h0, h1, h3, h4, h2⟩ := op_axis g
  -- the axial component of the dipole is invariant
  have hz : dipole q (move g u) 2 = dipole q u 2 := by
    rw [hd]
    simp [realOp, Matrix.mulVec, dotProduct, Fin.sum_univ_three, h2, h3, h4]
  ext i j
  fin_cases i <;> fin_cases j <;>
    simp [axialPol, hz, realOp, Matrix.mul_apply, Fin.sum_univ_three, Matrix.diagonal,
      h0, h1, h2]
```

## B1 at third rank

The exclusion ends at third rank. With $x_0,x_1$ the in-plane lattice coordinates, which are not Cartesian, consider $f=x_0x_1(x_0-x_1)$. The sixfold rotation gives
$$(x_0-x_1)\,x_0\,(-x_1)=-f,$$
and the mirror `sr 0` gives
$$(-x_0+x_1)\,x_1\,(-x_0)=f.$$
These two operations generate the group, so $f$ transforms as B1. Symmetry alone therefore leaves room for a third-rank response to a B1 pattern, such as a change in the first hyperpolarizability; its size is a separate matter.

The Lean proof treats all twelve operations together. It expands the transformed cubic, checks its four coefficients in `H`, and recombines them with `linear_combination`.

```lean
/-- At third rank B1 does occur: the cubic form `x y (x - y)` in the in-plane lattice
coordinates transforms as B1. -/
theorem cubic_form_is_B1 (g : DihedralGroup 6) (x : Fin 3 → ℝ) :
    (realOp g *ᵥ x) 0 * (realOp g *ᵥ x) 1 * ((realOp g *ᵥ x) 0 - (realOp g *ᵥ x) 1) =
      B1 g * (x 0 * x 1 * (x 0 - x 1)) := by
  -- compare the four coefficients of the transformed cubic
  have H : ∀ g : DihedralGroup 6,
      op g 0 0 * op g 1 0 * (op g 0 0 - op g 1 0) = 0 ∧
      op g 0 1 * op g 1 1 * (op g 0 1 - op g 1 1) = 0 ∧
      (op g 0 0 * op g 1 1 + op g 0 1 * op g 1 0) * (op g 0 0 - op g 1 0)
        + op g 0 0 * op g 1 0 * (op g 0 1 - op g 1 1) = B1 g ∧
      (op g 0 0 * op g 1 1 + op g 0 1 * op g 1 0) * (op g 0 1 - op g 1 1)
        + op g 0 1 * op g 1 1 * (op g 0 0 - op g 1 0) = -B1 g := by
    decide +kernel
  obtain ⟨k1, k2, k3, k4⟩ := H g
  obtain ⟨h0, h1, -, -, -⟩ := op_axis g
  have e0 : (realOp g *ᵥ x) 0 = (op g 0 0 : ℝ) * x 0 + (op g 0 1 : ℝ) * x 1 := by
    simp [realOp, Matrix.mulVec, dotProduct, Fin.sum_univ_three, h0]
  have e1 : (realOp g *ᵥ x) 1 = (op g 1 0 : ℝ) * x 0 + (op g 1 1 : ℝ) * x 1 := by
    simp [realOp, Matrix.mulVec, dotProduct, Fin.sum_univ_three, h1]
  have c1 := congrArg (fun z : ℤ => (z : ℝ)) k1
  have c2 := congrArg (fun z : ℤ => (z : ℝ)) k2
  have c3 := congrArg (fun z : ℤ => (z : ℝ)) k3
  have c4 := congrArg (fun z : ℤ => (z : ℝ)) k4
  push_cast at c1 c2 c3 c4
  rw [e0, e1]
  linear_combination x 0 ^ 3 * c1 + x 1 ^ 3 * c2 + x 0 ^ 2 * x 1 * c3 + x 0 * x 1 ^ 2 * c4

end

end WurtziteSilentModes
```

```lean
#print axioms WurtziteSilentModes.vector_and_symSq_characters
#print axioms WurtziteSilentModes.B1_silent
#print axioms WurtziteSilentModes.antiphase_is_B1
#print axioms WurtziteSilentModes.cubic_form_is_B1
```

```
'WurtziteSilentModes.vector_and_symSq_characters' depends on axioms: [propext, Classical.choice, Quot.sound]
'WurtziteSilentModes.B1_silent' depends on axioms: [propext, Classical.choice, Quot.sound]
'WurtziteSilentModes.antiphase_is_B1' depends on axioms: [propext, Classical.choice, Quot.sound]
'WurtziteSilentModes.cubic_form_is_B1' depends on axioms: [propext, Classical.choice, Quot.sound]
```
